# Away from a uniformly moving point charge, the Darwin vector potential is divergence-free and has the Biot–Savart curl

If I pair the instantaneous Coulomb potential with the vector potential $\mathbf v/r$ of a slow charge, the magnetic field comes out right, but the interaction of two moving charges is wrong at order $v^2/c^2$. The trouble is that $\mathbf v/r$ is not divergence-free, so it does not belong to the Coulomb gauge. The usual repair is Darwin's form,

$$\mathbf A(\mathbf x)=\frac{\mathbf v+\mathbf n(\mathbf n\cdot\mathbf v)}{2r},$$

for a unit charge at the origin with constant velocity $\mathbf v$, where $r=|\mathbf x|$, $\mathbf n=\mathbf x/r$, and the units are Gaussian with $c=1$. I would like to see it proved rigorously, and checked by machine, that at every $\mathbf x\neq 0$ this potential has zero divergence, differs from $\mathbf v/r$ only by a gradient, and has curl $(\mathbf v\times\mathbf n)/r^2$. Do these conditions also fix the two coefficients $1/2$?

## One derivative gives both the divergence and the curl

They do, for $\mathbf v\neq0$ and within the family of potentials

$$\mathbf A^{(a,b)}=\frac{a\,\mathbf v+b\,\mathbf n(\mathbf n\cdot\mathbf v)}{r},$$

where $a$ and $b$ are real constants. It pays to differentiate the whole family at once. Number the components $0,1,2$, as Lean does, and write $s=\mathbf x\cdot\mathbf v$. Then

$$A_i=\frac{a v_i}{r}+\frac{b\,s\,x_i}{r^3}.$$

From $r^2=\mathbf x\cdot\mathbf x$ we get $\partial_j r=x_j/r$, and clearly $\partial_j s=v_j$. The quotient rule gives

$$\partial_jA_i=-\frac{a v_i x_j}{r^3}+\frac{b\,(v_jx_i+s\,\delta_{ij})}{r^3}-\frac{3b\,s\,x_ix_j}{r^5}.$$

**Divergence.** Set $j=i$ and sum. Since $\sum_i x_i^2=r^2$,

$$\nabla\cdot\mathbf A=\frac{-as+b(s+3s)-3bs}{r^3}=\frac{(b-a)\,s}{r^3}=\frac{(b-a)(\mathbf n\cdot\mathbf v)}{r^2}.$$

**Curl.** The terms symmetric in $i$ and $j$ cancel, which leaves

$$\partial_1A_2-\partial_2A_1=\frac{(a+b)(v_1x_2-v_2x_1)}{r^3}.$$

The other two components follow cyclically, so $\nabla\times\mathbf A=(a+b)(\mathbf v\times\mathbf n)/r^2$.

With $a=b=1/2$ the divergence vanishes and the curl is $(\mathbf v\times\mathbf n)/r^2$.

**Gauge function.** Let $\chi=s/(2r)$. Then

$$\partial_i\chi=\frac{v_i}{2r}-\frac{s\,x_i}{2r^3},\qquad \frac{v_i}{r}-\partial_i\chi=\frac{v_i}{2r}+\frac{s\,x_i}{2r^3},$$

and the last expression is the Darwin potential.

**Uniqueness of the coefficients.** Suppose $\mathbf v\neq0$ and both field conditions hold at every $\mathbf x\neq0$. At $\mathbf x=\mathbf v$ the divergence is $(b-a)/|\mathbf v|$, so $a=b$. The curl condition says $(a+b-1)(\mathbf v\times\mathbf x)=0$. If $a+b\neq1$, then $\mathbf v\times\mathbf x=0$ for every $\mathbf x\neq0$. Taking $\mathbf x$ along axis 0 gives $v_1=v_2=0$, and taking it along axis 1 gives $v_0=0$, a contradiction. Hence $a+b=1$ and $a=b=1/2$.

The complete Lean file follows.

```lean
import Mathlib

open Matrix

namespace DarwinVectorPotential

noncomputable section

/-- Vectors in three-dimensional space. -/
abbrev Vec := Fin 3 → ℝ

/-- The distance `r` from the charge at the origin. -/
def radius (x : Vec) : ℝ := √(x ⬝ᵥ x)

/-- The direction `n = x / r` from the charge to the field point. -/
def unitVec (x : Vec) : Vec := (radius x)⁻¹ • x

/-- The partial derivative of a scalar field along the coordinate axis `i`. -/
def partialD (i : Fin 3) (f : Vec → ℝ) (x : Vec) : ℝ :=
  deriv (fun t : ℝ => f (x + t • (Pi.single i 1 : Vec))) 0

/-- The gradient of a scalar field. -/
def gradient (f : Vec → ℝ) (x : Vec) : Vec := fun i => partialD i f x

/-- The divergence of a vector field. -/
def divergence (F : Vec → Vec) (x : Vec) : ℝ := ∑ i, partialD i (fun y => F y i) x

/-- The curl of a vector field. -/
def curl (F : Vec → Vec) (x : Vec) : Vec :=
  ![partialD 1 (fun y => F y 2) x - partialD 2 (fun y => F y 1) x,
    partialD 2 (fun y => F y 0) x - partialD 0 (fun y => F y 2) x,
    partialD 0 (fun y => F y 1) x - partialD 1 (fun y => F y 0) x]

/-- The Darwin potential `[v + n (n·v)] / (2r)` of a unit charge with velocity `v`
(Gaussian units, `c = 1`). -/
def darwinPotential (v x : Vec) : Vec :=
  (1 / (2 * radius x)) • (v + (unitVec x ⬝ᵥ v) • unitVec x)

/-- The family of potentials `[a v + b n (n·v)] / r`. -/
def potential (a b : ℝ) (v x : Vec) : Vec :=
  (radius x)⁻¹ • (a • v + (b * (unitVec x ⬝ᵥ v)) • unitVec x)

lemma radius_sq (x : Vec) : radius x ^ 2 = x ⬝ᵥ x := by
  apply Real.sq_sqrt
  simp only [dotProduct, Fin.sum_univ_three]
  nlinarith [mul_self_nonneg (x 0), mul_self_nonneg (x 1), mul_self_nonneg (x 2)]

lemma radius_ne_zero {x : Vec} (hx : x ≠ 0) : radius x ≠ 0 := by
  intro h
  have h2 := radius_sq x
  rw [h] at h2
  exact hx (dotProduct_self_eq_zero.1 (by linarith))

lemma hasDerivAt_affine (p q : ℝ) : HasDerivAt (fun t : ℝ => p + t * q) q 0 :=
  (((hasDerivAt_id' (0 : ℝ)).mul_const q).const_add p).congr_deriv (one_mul q)

/-- Away from the charge, the distance `r` changes along a displacement `h` at the rate
`(x·h) / r`. -/
theorem hasDerivAt_radius {x : Vec} (hx : x ≠ 0) (h : Vec) :
    HasDerivAt (fun t : ℝ => radius (x + t • h)) ((x ⬝ᵥ h) / radius x) 0 := by
  have hq : HasDerivAt (fun t : ℝ => (x + t • h) ⬝ᵥ (x + t • h)) (2 * (x ⬝ᵥ h)) 0 := by
    have e : (fun t : ℝ => (x + t • h) ⬝ᵥ (x + t • h)) =
        fun t => x ⬝ᵥ x + t * (2 * (x ⬝ᵥ h) + t * (h ⬝ᵥ h)) := by
      funext t
      simp only [dotProduct, Fin.sum_univ_three, Pi.add_apply, Pi.smul_apply, smul_eq_mul]
      ring
    rw [e]
    exact (((hasDerivAt_id' (0 : ℝ)).fun_mul
      (hasDerivAt_affine (2 * (x ⬝ᵥ h)) (h ⬝ᵥ h))).const_add (x ⬝ᵥ x)).congr_deriv (by ring)
  have h0 : (x + (0 : ℝ) • h) ⬝ᵥ (x + (0 : ℝ) • h) ≠ 0 := by
    rw [zero_smul, add_zero]
    exact fun h => hx (dotProduct_self_eq_zero.1 h)
  refine (hq.sqrt h0).congr_deriv ?_
  simp only [zero_smul, add_zero, radius]
  exact mul_div_mul_left _ _ two_ne_zero

lemma hasDerivAt_dot (x h v : Vec) :
    HasDerivAt (fun t : ℝ => (x + t • h) ⬝ᵥ v) (h ⬝ᵥ v) 0 := by
  simpa only [add_dotProduct, smul_dotProduct, smul_eq_mul] using
    hasDerivAt_affine (x ⬝ᵥ v) (h ⬝ᵥ v)

lemma potential_apply (a b : ℝ) (v x : Vec) (i : Fin 3) :
    potential a b v x i = a * v i / radius x + b * (x ⬝ᵥ v) * x i / radius x ^ 3 := by
  simp only [potential, unitVec, smul_dotProduct, Pi.smul_apply, Pi.add_apply, smul_eq_mul]
  ring

/-- Away from the charge, each component of `[a v + b n (n·v)] / r` has the stated derivative
along every displacement `h`. -/
theorem hasDerivAt_potential (a b : ℝ) (v : Vec) {x : Vec} (hx : x ≠ 0) (h : Vec) (i : Fin 3) :
    HasDerivAt (fun t : ℝ => potential a b v (x + t • h) i)
      (-(a * v i * (x ⬝ᵥ h)) / radius x ^ 3
        + b * ((h ⬝ᵥ v) * x i + (x ⬝ᵥ v) * h i) / radius x ^ 3
        - 3 * b * (x ⬝ᵥ v) * x i * (x ⬝ᵥ h) / radius x ^ 5) 0 := by
  have hr := radius_ne_zero hx
  have h0 : radius (x + (0 : ℝ) • h) ≠ 0 := by rwa [zero_smul, add_zero]
  have hc : HasDerivAt (fun t : ℝ => (x + t • h) i) (h i) 0 := hasDerivAt_affine (x i) (h i)
  have hR := hasDerivAt_radius hx h
  -- quotient rule for the two terms of the potential
  have key := ((hasDerivAt_const (0 : ℝ) (a * v i)).fun_div hR h0).fun_add
    ((((hasDerivAt_dot x h v).const_mul b).fun_mul hc).fun_div (hR.fun_pow 3)
      (pow_ne_zero 3 h0))
  simp only [potential_apply]
  refine key.congr_deriv ?_
  simp only [zero_smul, add_zero, Nat.cast_ofNat, Nat.reduceSub]
  field_simp
  ring

/-- Away from the charge, the gauge function `(v·x) / (2r)` has the stated derivative along
every displacement `h`. -/
theorem hasDerivAt_gauge (v : Vec) {x : Vec} (hx : x ≠ 0) (h : Vec) :
    HasDerivAt (fun t : ℝ => ((x + t • h) ⬝ᵥ v) / (2 * radius (x + t • h)))
      ((h ⬝ᵥ v) / (2 * radius x) - (x ⬝ᵥ v) * (x ⬝ᵥ h) / (2 * radius x ^ 3)) 0 := by
  have hr := radius_ne_zero hx
  have h0 : 2 * radius (x + (0 : ℝ) • h) ≠ 0 := by
    rw [zero_smul, add_zero]
    exact mul_ne_zero two_ne_zero hr
  refine ((hasDerivAt_dot x h v).fun_div
    ((hasDerivAt_radius hx h).const_mul 2) h0).congr_deriv ?_
  simp only [zero_smul, add_zero]
  field_simp

lemma partialD_potential (a b : ℝ) (v : Vec) {x : Vec} (hx : x ≠ 0) (i j : Fin 3) :
    partialD j (fun y => potential a b v y i) x =
      -(a * v i * x j) / radius x ^ 3
        + b * (v j * x i + (x ⬝ᵥ v) * (if i = j then 1 else 0)) / radius x ^ 3
        - 3 * b * (x ⬝ᵥ v) * x i * x j / radius x ^ 5 := by
  have h := (hasDerivAt_potential a b v hx (Pi.single j 1) i).deriv
  rw [dotProduct_single, single_dotProduct, Pi.single_apply, mul_one, one_mul] at h
  exact h

/-- The divergence of `[a v + b n (n·v)] / r` is `(b - a) (n·v) / r²` away from the charge. -/
theorem divergence_potential (a b : ℝ) (v : Vec) {x : Vec} (hx : x ≠ 0) :
    divergence (potential a b v) x = (b - a) * (unitVec x ⬝ᵥ v) / radius x ^ 2 := by
  have hr := radius_ne_zero hx
  have h2 : radius x ^ 2 = x 0 * x 0 + x 1 * x 1 + x 2 * x 2 := by
    rw [radius_sq]
    simp only [dotProduct, Fin.sum_univ_three]
  have key : (x 0 * x 0 + x 1 * x 1 + x 2 * x 2) / radius x ^ 5 = 1 / radius x ^ 3 := by
    rw [← h2]
    field_simp
  have hs : x ⬝ᵥ v = x 0 * v 0 + x 1 * v 1 + x 2 * v 2 := by
    simp only [dotProduct, Fin.sum_univ_three]
  simp only [divergence, partialD_potential a b v hx, Fin.sum_univ_three, unitVec,
    smul_dotProduct, smul_eq_mul, if_true, hs]
  linear_combination (-3 * b * (x 0 * v 0 + x 1 * v 1 + x 2 * v 2)) * key

/-- The curl of `[a v + b n (n·v)] / r` is `(a + b) (v × n) / r²` away from the charge. -/
theorem curl_potential (a b : ℝ) (v : Vec) {x : Vec} (hx : x ≠ 0) :
    curl (potential a b v) x = ((a + b) / radius x ^ 2) • (v ⨯₃ unitVec x) := by
  ext i
  fin_cases i <;> simp [curl, partialD_potential a b v hx, cross_apply, unitVec] <;> ring

lemma darwinPotential_eq (v : Vec) : darwinPotential v = potential (1 / 2) (1 / 2) v := by
  funext x i
  simp only [darwinPotential, potential, Pi.smul_apply, Pi.add_apply, smul_eq_mul]
  ring

/-- Away from the charge, the Darwin potential has zero divergence, equals `v / r` minus the
gradient of `(v·x) / (2r)`, and has curl `(v × n) / r²`. -/
theorem darwinPotential_transverse_biotSavart (v : Vec) {x : Vec} (hx : x ≠ 0) :
    divergence (darwinPotential v) x = 0 ∧
    darwinPotential v x =
      (1 / radius x) • v - gradient (fun y => (y ⬝ᵥ v) / (2 * radius y)) x ∧
    curl (darwinPotential v) x = (1 / radius x ^ 2) • (v ⨯₃ unitVec x) := by
  rw [darwinPotential_eq]
  refine ⟨?_, ?_, ?_⟩
  · rw [divergence_potential _ _ v hx, sub_self, zero_mul, zero_div]
  · funext i
    have h := (hasDerivAt_gauge v hx (Pi.single i 1)).deriv
    rw [dotProduct_single, single_dotProduct, mul_one, one_mul] at h
    simp only [potential_apply, Pi.sub_apply, Pi.smul_apply, smul_eq_mul, gradient, partialD]
    rw [h]
    ring
  · rw [curl_potential _ _ v hx, add_halves]

/-- For a moving charge, `[a v + b n (n·v)] / r` is divergence-free with curl `(v × n) / r²`
everywhere away from the charge exactly when `a = b = 1/2`. -/
theorem transverse_biotSavart_iff (a b : ℝ) {v : Vec} (hv : v ≠ 0) :
    (∀ x : Vec, x ≠ 0 → divergence (potential a b v) x = 0 ∧
      curl (potential a b v) x = (1 / radius x ^ 2) • (v ⨯₃ unitVec x)) ↔
    a = 1 / 2 ∧ b = 1 / 2 := by
  constructor
  · intro H
    -- the divergence on the line of motion forces a = b
    have hr := radius_ne_zero hv
    have hn : unitVec v ⬝ᵥ v = radius v := by
      rw [unitVec, smul_dotProduct, smul_eq_mul, ← radius_sq]
      field_simp
    have hd := (H v hv).1
    rw [divergence_potential a b v hv, hn] at hd
    have hab : b - a = 0 := (mul_eq_zero.1
      ((div_eq_zero_iff.1 hd).resolve_right (pow_ne_zero 2 hr))).resolve_right hr
    -- the curl off the line of motion forces a + b = 1
    have hsum : a + b - 1 = 0 := by
      by_contra hne
      have hc : ∀ x : Vec, x ≠ 0 → ∀ i, (v ⨯₃ x) i = 0 := by
        intro x hx i
        have h := congrFun (H x hx).2 i
        rw [curl_potential a b v hx] at h
        simp only [unitVec, map_smul, Pi.smul_apply, smul_eq_mul] at h
        have h3 : ((a + b - 1) * (v ⨯₃ x) i) * (radius x)⁻¹ ^ 3 = 0 := by
          linear_combination h
        exact (mul_eq_zero.1 ((mul_eq_zero.1 h3).resolve_right
          (pow_ne_zero 3 (inv_ne_zero (radius_ne_zero hx))))).resolve_left hne
      have e0 : (![1, 0, 0] : Vec) ≠ 0 := fun h => by simpa using congrFun h 0
      have e1 : (![0, 1, 0] : Vec) ≠ 0 := fun h => by simpa using congrFun h 1
      have v2 : v 2 = 0 := by simpa [cross_apply] using hc _ e0 1
      have v1 : v 1 = 0 := by simpa [cross_apply] using hc _ e0 2
      have v0 : v 0 = 0 := by simpa [cross_apply] using hc _ e1 2
      apply hv
      ext i
      fin_cases i
      · exact v0
      · exact v1
      · exact v2
    constructor <;> linarith
  · rintro ⟨rfl, rfl⟩ x hx
    have h := darwinPotential_transverse_biotSavart v hx
    rw [darwinPotential_eq] at h
    exact ⟨h.1, h.2.2⟩

end

end DarwinVectorPotential
```

```lean
#print axioms DarwinVectorPotential.darwinPotential_transverse_biotSavart
#print axioms DarwinVectorPotential.transverse_biotSavart_iff
```

```
'DarwinVectorPotential.darwinPotential_transverse_biotSavart' depends on axioms: [propext, Classical.choice, Quot.sound]
'DarwinVectorPotential.transverse_biotSavart_iff' depends on axioms: [propext, Classical.choice, Quot.sound]
```

## What the theorems say about the field

A vector is a `Vec`, a function from three indices to the reals. `radius x` is $r$, and `unitVec x` is $\mathbf n$, pointing from the charge to the field point. The symbols `⬝ᵥ` and `⨯₃` are the dot and cross products. `partialD i f x` is the ordinary one-variable derivative at $t=0$ of $f$ along the line $\mathbf x+t\,\mathbf e_i$, where $\mathbf e_i$ is the unit vector of axis $i$, and `gradient`, `divergence` and `curl` are assembled from it in the textbook way.

The main theorem, `darwinPotential_transverse_biotSavart`, takes any velocity `v`, zero included, and any point `x` with `x ≠ 0`. It states the three claims together: zero divergence, $\mathbf A=\mathbf v/r-\nabla[(\mathbf v\cdot\mathbf x)/(2r)]$, and curl $(\mathbf v\times\mathbf n)/r^2$.

The second result, `transverse_biotSavart_iff`, fixes one nonzero `v` and says that the divergence and curl conditions hold at all `x ≠ 0` exactly when $a=b=1/2$. A charge at rest has to be excluded, because every member of the family then vanishes.

Lean's `deriv` returns zero where a function has no derivative, so a vanishing divergence could in principle be an artefact; `hasDerivAt_potential` and `hasDerivAt_gauge` rule this out by proving that the derivatives exist away from the charge.

The theorems concern a given vector field at one instant, with the charge at the origin. They do not derive that field from Maxwell's equations or from an expansion in $v/c$, and the restriction to slow charges enters only through the physical reading of the formula. They say nothing about the origin itself, where a point charge's potential is singular, nor about the electric field.

## How the Lean proof follows the calculation

`radius_sq` and `radius_ne_zero` supply $r^2=\mathbf x\cdot\mathbf x$ and $r\neq0$. `hasDerivAt_radius` differentiates $r$ along an arbitrary displacement $\mathbf h$: it expands $(\mathbf x+t\mathbf h)\cdot(\mathbf x+t\mathbf h)$ as a polynomial in $t$ and then applies the chain rule for the square root. `hasDerivAt_dot` differentiates $s$, which is affine in $t$ along the same line.

`potential_apply` rewrites the potential in the component form used above, and `hasDerivAt_potential` applies the quotient rule to its two terms. Choosing $\mathbf h=\mathbf e_j$ turns this into `partialD_potential`, which is the displayed formula for $\partial_jA_i$, with the Kronecker delta written as `if i = j then 1 else 0`.

In `divergence_potential`, the local fact `key` says that $(x_0^2+x_1^2+x_2^2)/r^5=1/r^3$. The `linear_combination` step multiplies it by $-3bs$, which is how the last term of the derivative is simplified by hand. `curl_potential` needs no such relation: after the three components are separated, the symmetric terms cancel by `ring`.

`darwinPotential_eq` identifies the Darwin potential with the member $a=b=1/2$, and the main theorem reads off its divergence and curl. The gradient identity comes from `hasDerivAt_gauge`. The converse evaluates the divergence at `x = v` and the curl along axes 0 and 1, as above.

The device on which all this turns is `HasDerivAt.congr_deriv`. The differentiation rules in Mathlib produce a derivative whose value has whatever shape the rules dictate, here an unsimplified quotient with $r^3$ squared in the denominator. `congr_deriv` lets the proof replace that value by the intended one, provided the two are equal. The calculus is then finished, and what remains is an identity between real numbers, which `field_simp` and `ring` settle using $r\neq0$. Afterwards `.deriv` converts the result into an equation for the partial derivative.

## The same split in the Breit interaction

A second charge moving in this potential contributes the velocity-dependent interaction term of the Darwin Lagrangian. For charges $q_1,q_2$ with velocities $\mathbf v_1,\mathbf v_2$, separated by $r$ along $\mathbf n$, it is

$$\frac{q_1q_2}{2r}\left[\mathbf v_1\cdot\mathbf v_2+(\mathbf n\cdot\mathbf v_1)(\mathbf n\cdot\mathbf v_2)\right].$$

Relativistic electronic-structure theory meets the same tensor in the frequency-independent Breit operator, where Dirac matrices $\boldsymbol\alpha_1,\boldsymbol\alpha_2$ stand in place of the velocities in units of $c$. The overall sign is reversed because the operator is a term of the Hamiltonian, not of the Lagrangian. In atomic units,

$$-\frac{\boldsymbol\alpha_1\cdot\boldsymbol\alpha_2+(\boldsymbol\alpha_1\cdot\mathbf n)(\boldsymbol\alpha_2\cdot\mathbf n)}{2r}
=-\frac{\boldsymbol\alpha_1\cdot\boldsymbol\alpha_2}{r}
+\frac{\boldsymbol\alpha_1\cdot\boldsymbol\alpha_2-(\boldsymbol\alpha_1\cdot\mathbf n)(\boldsymbol\alpha_2\cdot\mathbf n)}{2r}.$$

The first term on the right is the Gaunt term, the counterpart of $\mathbf v/r$; the second is the gauge term, the counterpart of $-\nabla\chi$. A calculation that keeps only the Gaunt term leaves out the part that makes the potential transverse. The Lean theorems cover the classical field of a single charge, and the operator identity is quoted here only to show where the same algebra turns up.
